# The Variational Energy of a Coupled-Cluster State Is Never Below the Lowest Eigenvalue of H

## Two coupled determinants

Take two orthonormal determinants, a reference e_0 and an excited determinant e_1. The Hamiltonian H couples them with strength 1 and has zero diagonal, and the cluster operator T excites with complex amplitude t:

H e_0 = e_1, H e_1 = e_0

T e_0 = t e_1, T e_1 = 0

Since T² = 0, the exponential stops after the linear term, and the coupled-cluster state is

ψ = exp(T) e_0 = e_0 + t e_1.

The reference amplitude is 1 for every t, because T never leads back to e_0. Hence ⟨ψ,ψ⟩ = 1 + |t|² ≥ 1, and the energy expectation value is

E(ψ) = Re⟨ψ,Hψ⟩ / ⟨ψ,ψ⟩ = 2 Re t / (1 + |t|²).

The eigenvalues of H are −1 and 1. The energy never drops below −1, since

1 + |t|² + 2 Re t = |1 + t|² ≥ 0,

with equality only at t = −1, where ψ is the eigenvector e_0 − e_1.

## The bound for any finite set of determinants

Let the determinants be orthonormal and labelled by a finite set, with reference r and unit vector e_r. Let T be a complex matrix whose row r vanishes, and put ψ = exp(T) e_r. Let m be a real number such that H − m·1 is positive semidefinite. Physically, m is a lower bound on the energy levels of H in this basis; its largest possible value is the ground-state energy there. Then:

- ⟨ψ,ψ⟩ ≥ 1.
- E(ψ) ≥ m, with equality exactly when Hψ = mψ.
- If T is also nilpotent, ⟨ψ,ψ⟩ = 1 exactly when T e_r = 0.

In electronic structure, the energy bound is the variational principle in a finite determinant basis. It holds for the expectation value in any nonzero state, and the cluster form is used only to show that ψ is nonzero. It does not apply to the projected energy of standard coupled-cluster theory, which can fall below the ground-state energy when T is truncated.

## How the Lean statements encode the physics

The finite type `n` labels the determinants, and `r : n` is the reference. States are functions `n → ℂ`, operators are matrices, and `Pi.single r 1` is e_r. The expression `star ψ ⬝ᵥ H *ᵥ ψ` is ⟨ψ,Hψ⟩, with the conjugate on the left factor. The definitions `ccState`, `normSquared` and `energy` are ψ, ⟨ψ,ψ⟩ and E(ψ).

The hypothesis `hT : ∀ j, T r j = 0` says that T sends no determinant to a state with a reference component. An operator built only from excitations has this property. `hH` is the positivity of H − m·1; in Mathlib `PosSemidef` includes Hermiticity, and since m is real, H is then Hermitian as well. Of the three results listed above, only the last assumes nilpotency, through `hnil` in `normSquared_eq_one_iff`. For excitation operators it reflects the finite number of electrons that can be excited.

The matrices carry no further structure: there are no orbitals, no creation operators and no excitation ranks. The amplitudes in T are arbitrary, neither optimised nor obtained from amplitude equations. Infinite-dimensional Hamiltonians are not treated.

## Why the reference amplitude is 1

The exponential is the convergent series

exp(T) = Σ_{k≥0} T^k / k!.

For every order k + 1 with k ≥ 0, the reference diagonal entry is

(T^(k+1))_rr = Σ_j T_rj (T^k)_jr = 0,

because T_rj = 0 for all j. Only the zeroth order is left, so

ψ_r = (exp T)_rr = 1.

The squared norm is therefore

⟨ψ,ψ⟩ = 1 + Σ_{i≠r} |ψ_i|² ≥ 1.

## From positivity to the energy bound

Positivity of H − m·1 gives ⟨ψ,(H − m)ψ⟩ ≥ 0. Expanding and taking the real part,

Re⟨ψ,Hψ⟩ − m⟨ψ,ψ⟩ ≥ 0.

Since ⟨ψ,ψ⟩ is positive, division by it gives E(ψ) ≥ m.

If E(ψ) = m, the left side above is zero. The number ⟨ψ,(H − m)ψ⟩ is real, so it vanishes entirely. Write H − m·1 = B†B for some matrix B. Then

0 = ⟨ψ,B†Bψ⟩ = ⟨Bψ,Bψ⟩,

so Bψ = 0 and (H − m)ψ = B†Bψ = 0, which is Hψ = mψ. Conversely, inserting Hψ = mψ into E(ψ) gives m.

## When the cluster operator adds nothing to the norm

Let T^N = 0 and v = T e_r. Splitting off the first two orders of the exponential gives

exp(T) = 1 + T + S T², S = Σ_{k<N} T^k / (k+2)!,

and hence

ψ = e_r + v + S T v.

Suppose ⟨ψ,ψ⟩ = 1. The reference amplitude already accounts for the whole norm, so every other amplitude vanishes and ψ = e_r. Then v = −S T v. Applying this relation N times, and using that S commutes with T,

v = (−S T)^N v = (−1)^N S^N T^N v = 0.

Conversely, v = 0 gives ψ = e_r, whose squared norm is 1.

Without nilpotency the equivalence fails. A counter-example, not formalised in the Lean code below, has T e_0 = e_1 and T e_1 = 2πi e_1. Its series sums to

exp(T) e_0 = e_0 + ((e^(2πi) − 1)/(2πi)) e_1 = e_0,

although T e_0 ≠ 0.

## The bounds and their equality cases in Lean

```lean
import Mathlib

open Matrix
open scoped ComplexOrder

namespace VariationalClusterEnergy

noncomputable section

variable {n : Type*} [Fintype n] [DecidableEq n]

/-- The coupled-cluster state `exp(T) e_r` built on the reference determinant `r`. -/
def ccState (T : Matrix n n ℂ) (r : n) : n → ℂ :=
  NormedSpace.exp T *ᵥ Pi.single r 1

/-- The squared norm of a state, the sum of its squared amplitudes. -/
def normSquared (ψ : n → ℂ) : ℝ := ∑ i, ‖ψ i‖ ^ 2

/-- The energy expectation value `Re ⟨ψ, H ψ⟩ / ⟨ψ, ψ⟩`. -/
def energy (H : Matrix n n ℂ) (ψ : n → ℂ) : ℝ :=
  (star ψ ⬝ᵥ H *ᵥ ψ).re / normSquared ψ

/-- The exponential series of a cluster operator converges to its matrix exponential. -/
theorem exp_hasSum (T : Matrix n n ℂ) :
    HasSum (fun k : ℕ => ((k.factorial : ℂ)⁻¹) • T ^ k) (NormedSpace.exp T) := by
  let _ : NormedRing (Matrix n n ℂ) := Matrix.linftyOpNormedRing
  let _ : NormedAlgebra ℂ (Matrix n n ℂ) := Matrix.linftyOpNormedAlgebra
  exact NormedSpace.exp_series_hasSum_exp' (𝕂 := ℂ) T

/-- If `T ^ N = 0`, the exponential series of `T` terminates before order `N`. -/
theorem exp_eq_sum {T : Matrix n n ℂ} {N : ℕ} (hN : T ^ N = 0) :
    NormedSpace.exp T = ∑ k ∈ Finset.range N, ((k.factorial : ℂ)⁻¹) • T ^ k := by
  refine (exp_hasSum T).unique (hasSum_sum_of_ne_finset_zero fun k hk => ?_)
  have hle : N ≤ k := by simpa using hk
  rw [pow_eq_zero_of_le hle hN, smul_zero]

/-- Intermediate normalisation: if `T` never leads back to the reference, the reference
amplitude of the coupled-cluster state is 1. -/
theorem reference_amplitude {T : Matrix n n ℂ} {r : n} (hT : ∀ j, T r j = 0) :
    ccState T r r = 1 := by
  have h1 : HasSum (fun k : ℕ => (((k.factorial : ℂ)⁻¹) • T ^ k) r r)
      (NormedSpace.exp T r r) :=
    (exp_hasSum T).map (⟨⟨fun M => M r r, rfl⟩, fun _ _ => rfl⟩ : Matrix n n ℂ →+ ℂ)
      (continuous_id.matrix_elem r r)
  -- only the zeroth order contributes to the reference row
  have h2 := hasSum_single (f := fun k : ℕ => (((k.factorial : ℂ)⁻¹) • T ^ k) r r) 0
    (fun k hk => by
      obtain ⟨l, rfl⟩ := Nat.exists_eq_succ_of_ne_zero hk
      have h0 : (T ^ (l + 1)) r r = 0 := by
        rw [pow_succ', Matrix.mul_apply]
        simp [hT]
      change ((l + 1).factorial : ℂ)⁻¹ * (T ^ (l + 1)) r r = 0
      rw [h0, mul_zero])
  have h3 : NormedSpace.exp T r r = 1 := by
    rw [h1.unique h2]
    simp
  simpa [ccState] using h3

/-- If `T` never leads back to the reference, the squared norm of the coupled-cluster state is at
least 1. -/
theorem one_le_normSquared {T : Matrix n n ℂ} {r : n} (hT : ∀ j, T r j = 0) :
    1 ≤ normSquared (ccState T r) := by
  calc (1 : ℝ) = ‖ccState T r r‖ ^ 2 := by simp [reference_amplitude hT]
    _ ≤ normSquared (ccState T r) :=
      Finset.single_le_sum (f := fun i => ‖ccState T r i‖ ^ 2)
        (fun i _ => by positivity) (Finset.mem_univ r)

/-- For nilpotent `T` that never leads back to the reference, the coupled-cluster state has squared
norm 1 exactly when `T` annihilates the reference determinant. -/
theorem normSquared_eq_one_iff {T : Matrix n n ℂ} {r : n} (hT : ∀ j, T r j = 0)
    (hnil : IsNilpotent T) :
    normSquared (ccState T r) = 1 ↔ T *ᵥ Pi.single r 1 = 0 := by
  obtain ⟨N, hN⟩ := hnil
  -- split off the first two orders: exp T = S T T + T + 1
  obtain ⟨S, hc, hS⟩ : ∃ S : Matrix n n ℂ, Commute S T ∧
      NormedSpace.exp T = S * T * T + T + 1 := by
    refine ⟨∑ k ∈ Finset.range N, (((k + 1 + 1).factorial : ℂ)⁻¹) • T ^ k,
      Commute.sum_left _ _ _ fun k _ => ((Commute.refl T).pow_left k).smul_left _, ?_⟩
    rw [exp_eq_sum (N := N + 2) (by rw [pow_add, hN, zero_mul]),
      Finset.sum_range_succ', Finset.sum_range_succ', Finset.sum_mul, Finset.sum_mul]
    simp only [pow_succ, pow_zero, one_mul, smul_mul_assoc, zero_add,
      Nat.factorial_zero, Nat.factorial_one, Nat.cast_one, inv_one, one_smul]
  have hψ : ccState T r = (S * T) *ᵥ (T *ᵥ Pi.single r 1) + T *ᵥ Pi.single r 1
      + Pi.single r 1 := by
    rw [ccState, hS, Matrix.add_mulVec, Matrix.add_mulVec, Matrix.one_mulVec,
      Matrix.mulVec_mulVec]
  constructor
  · intro h
    -- all amplitudes outside the reference vanish
    have he : ccState T r = Pi.single r 1 := by
      have hsum : ‖ccState T r r‖ ^ 2 + ∑ i ∈ Finset.univ.erase r, ‖ccState T r i‖ ^ 2
          = ∑ i, ‖ccState T r i‖ ^ 2 := Finset.add_sum_erase Finset.univ
        (fun i => ‖ccState T r i‖ ^ 2) (Finset.mem_univ r)
      have hr : ‖ccState T r r‖ ^ 2 = 1 := by simp [reference_amplitude hT]
      unfold normSquared at h
      ext i
      by_cases hi : i = r
      · subst hi
        simp [reference_amplitude hT]
      · have hle : ‖ccState T r i‖ ^ 2 ≤ ∑ j ∈ Finset.univ.erase r, ‖ccState T r j‖ ^ 2 :=
          Finset.single_le_sum (f := fun i => ‖ccState T r i‖ ^ 2)
          (s := Finset.univ.erase r) (fun i _ => by positivity)
          (Finset.mem_erase.2 ⟨hi, Finset.mem_univ i⟩)
        have hz : ‖ccState T r i‖ ^ 2 = 0 :=
          le_antisymm (by linarith) (by positivity)
        have hz' : ccState T r i = 0 := norm_eq_zero.1 (pow_eq_zero_iff two_ne_zero |>.1 hz)
        simp [hz', hi]
    rw [he] at hψ
    have hv : (-(S * T)) *ᵥ (T *ᵥ Pi.single r 1) = T *ᵥ Pi.single r 1 := by
      rw [Matrix.neg_mulVec]
      linear_combination (norm := module) hψ
    -- a vector fixed by a nilpotent matrix is zero
    have hk : ∀ k : ℕ, ((-(S * T)) ^ k) *ᵥ (T *ᵥ Pi.single r 1) = T *ᵥ Pi.single r 1 := by
      intro k
      induction k with
      | zero => rw [pow_zero, Matrix.one_mulVec]
      | succ k ih => rw [pow_succ, ← Matrix.mulVec_mulVec, hv, ih]
    rw [← hk N, neg_pow, hc.mul_pow, hN, mul_zero, mul_zero, Matrix.zero_mulVec]
  · intro h
    rw [hψ, h, Matrix.mulVec_zero, zero_add, zero_add, normSquared,
      Finset.sum_eq_single r (fun i _ hi => by simp [hi]) (fun hr => by simp at hr)]
    simp

/-- Shifting the Hamiltonian by `m` lowers `Re ⟨ψ, H ψ⟩` by `m ⟨ψ, ψ⟩`. -/
theorem shifted_expectation (H : Matrix n n ℂ) (m : ℝ) (ψ : n → ℂ) :
    (star ψ ⬝ᵥ (H - (m : ℂ) • 1) *ᵥ ψ).re
      = (star ψ ⬝ᵥ H *ᵥ ψ).re - m * normSquared ψ := by
  have hs : star ψ ⬝ᵥ ψ = (normSquared ψ : ℂ) := by
    simp only [dotProduct, normSquared, Pi.star_apply, Complex.ofReal_sum, Complex.ofReal_pow]
    exact Finset.sum_congr rfl fun i _ => Complex.conj_mul' (ψ i)
  rw [Matrix.sub_mulVec, Matrix.smul_mulVec, Matrix.one_mulVec, dotProduct_sub,
    dotProduct_smul, hs, smul_eq_mul, Complex.sub_re, Complex.re_ofReal_mul, Complex.ofReal_re]

/-- If `H - m` is positive semidefinite and `T` never leads back to the reference, the
variational cluster energy is at least `m`. -/
theorem le_variational_energy {H T : Matrix n n ℂ} {r : n} {m : ℝ}
    (hH : (H - (m : ℂ) • 1).PosSemidef) (hT : ∀ j, T r j = 0) :
    m ≤ energy H (ccState T r) := by
  have hpos : 0 < normSquared (ccState T r) := lt_of_lt_of_le one_pos (one_le_normSquared hT)
  have h := (Complex.le_def.1 (hH.dotProduct_mulVec_nonneg (ccState T r))).1
  rw [shifted_expectation, Complex.zero_re] at h
  rw [energy, le_div_iff₀ hpos]
  linarith

/-- If `H - m` is positive semidefinite and `T` never leads back to the reference, the variational
cluster energy equals `m` exactly when the coupled-cluster state satisfies `H ψ = m ψ`. -/
theorem variational_energy_eq_iff {H T : Matrix n n ℂ} {r : n} {m : ℝ}
    (hH : (H - (m : ℂ) • 1).PosSemidef) (hT : ∀ j, T r j = 0) :
    energy H (ccState T r) = m ↔ H *ᵥ ccState T r = (m : ℂ) • ccState T r := by
  have hpos : 0 < normSquared (ccState T r) := lt_of_lt_of_le one_pos (one_le_normSquared hT)
  have him := (Complex.le_def.1 (hH.dotProduct_mulVec_nonneg (ccState T r))).2
  have hre := shifted_expectation H m (ccState T r)
  have hker := hH.dotProduct_mulVec_zero_iff (ccState T r)
  have heig : (H - (m : ℂ) • 1) *ᵥ ccState T r = 0 ↔
      H *ᵥ ccState T r = (m : ℂ) • ccState T r := by
    rw [Matrix.sub_mulVec, Matrix.smul_mulVec, Matrix.one_mulVec, sub_eq_zero]
  rw [← heig, ← hker, energy, div_eq_iff hpos.ne']
  constructor
  · intro h
    exact Complex.ext (by rw [hre, h, sub_self, Complex.zero_re]) him.symm
  · intro h
    rw [h, Complex.zero_re] at hre
    linarith

/-- Two coupled determinants with excitation amplitude `t`: the hypotheses hold with
`m = -1`, and the variational cluster energy is `2 Re t / (1 + |t|²)`. -/
theorem two_level_witness (t : ℂ) :
    (∀ j, (!![0, 0; t, 0] : Matrix (Fin 2) (Fin 2) ℂ) 0 j = 0) ∧
    IsNilpotent (!![0, 0; t, 0] : Matrix (Fin 2) (Fin 2) ℂ) ∧
    ((!![0, 1; 1, 0] : Matrix (Fin 2) (Fin 2) ℂ) - ((-1 : ℝ) : ℂ) • 1).PosSemidef ∧
    energy !![0, 1; 1, 0] (ccState !![0, 0; t, 0] 0) = 2 * t.re / (1 + ‖t‖ ^ 2) := by
  have hsq : (!![0, 0; t, 0] : Matrix (Fin 2) (Fin 2) ℂ) ^ 2 = 0 := by
    rw [pow_two]
    ext i j
    fin_cases i <;> fin_cases j <;> simp [Matrix.mul_apply, Fin.sum_univ_two]
  refine ⟨fun j => by fin_cases j <;> simp, ⟨2, hsq⟩, ?_, ?_⟩
  · -- the shifted Hamiltonian is a Gram matrix
    have hB : (!![0, 1; 1, 0] : Matrix (Fin 2) (Fin 2) ℂ) - ((-1 : ℝ) : ℂ) • 1
        = (!![1, 1; 0, 0] : Matrix (Fin 2) (Fin 2) ℂ)ᴴ * !![1, 1; 0, 0] := by
      ext i j
      fin_cases i <;> fin_cases j <;>
        simp [Matrix.mul_apply, Fin.sum_univ_two, Matrix.conjTranspose_apply]
    rw [hB]
    exact Matrix.posSemidef_conjTranspose_mul_self _
  · have hψ : ccState !![0, 0; t, 0] (0 : Fin 2) = ![1, t] := by
      rw [ccState, exp_eq_sum hsq]
      ext i
      fin_cases i <;> simp [Finset.sum_range_succ]
    have hnum : (star ![1, t] ⬝ᵥ (!![0, 1; 1, 0] : Matrix (Fin 2) (Fin 2) ℂ) *ᵥ ![1, t]).re
        = 2 * t.re := by
      simp [dotProduct, Matrix.mulVec, Fin.sum_univ_two]
      ring
    have hden : normSquared ![1, t] = 1 + ‖t‖ ^ 2 := by
      simp [normSquared, Fin.sum_univ_two]
    rw [hψ, energy, hnum, hden]

end

end VariationalClusterEnergy
```

```lean
#print axioms VariationalClusterEnergy.normSquared_eq_one_iff
-- 'VariationalClusterEnergy.normSquared_eq_one_iff' depends on axioms: [propext, Classical.choice, Quot.sound]
#print axioms VariationalClusterEnergy.le_variational_energy
-- 'VariationalClusterEnergy.le_variational_energy' depends on axioms: [propext, Classical.choice, Quot.sound]
#print axioms VariationalClusterEnergy.variational_energy_eq_iff
-- 'VariationalClusterEnergy.variational_energy_eq_iff' depends on axioms: [propext, Classical.choice, Quot.sound]
```

## How the proof follows the derivation

**The exponential.** `exp_hasSum` supplies the convergent series, using a matrix norm introduced only inside that proof. `exp_eq_sum` cuts the series off at order N when T^N = 0, since all later terms vanish.

**The reference amplitude.** In `reference_amplitude`, `h1` passes the series to its (r, r) entry, which is allowed because taking an entry is additive and continuous. `h2` shows that only order zero contributes: `pow_succ'` puts one factor of T on the left, where the zero row removes the product. Uniqueness of the sum then gives the value 1. `one_le_normSquared` compares this single squared amplitude with the full sum of nonnegative terms.

**The norm-one case.** `normSquared_eq_one_iff` first constructs S, together with its commutation with T, by removing two terms from the finite exponential sum. The equation `hψ` is the decomposition of ψ given above. For the forward direction, `he` separates the reference term from the norm and shows that each remaining amplitude is zero. `hv` is the relation v = −S T v, `hk` iterates it by induction, and `hc.mul_pow` turns (S T)^N into S^N T^N, which vanishes. The reverse direction substitutes T e_r = 0 into `hψ`.

**The energy.** `shifted_expectation` is the expansion of Re⟨ψ,(H − m)ψ⟩. `le_variational_energy` takes the real part of the positivity condition, rewrites it with this expansion and clears the positive denominator with `le_div_iff₀`.

For equality, `variational_energy_eq_iff` uses the Mathlib lemma `dotProduct_mulVec_zero_iff`, which states that a positive semidefinite matrix has zero expectation value in ψ exactly when it annihilates ψ. This takes the place of the factorisation B†B used above. The imaginary part, `him`, is needed because the energy equation fixes only the real part of the expectation value.

**The two-level model.** `two_level_witness` checks that the opening example satisfies the zero-row, nilpotency and positivity hypotheses with m = −1, and computes its energy for every complex t. Positivity comes from writing H + 1 as B†B, where B has first row (1, 1) and second row (0, 0). The state follows from `exp_eq_sum` with T² = 0, and direct evaluation of the numerator and the norm gives 2 Re t / (1 + |t|²).
